# The old vacuum contains on average Σ|V_pq|² quasi-particles after a canonical linear mixing of finitely many fermionic modes

## An empty state that is no longer empty

Suppose that a Hamiltonian has been brought to the form $E_0 + \sum_p \varepsilon_p b_p^\dagger b_p$, with a constant $E_0$, by new operators $b_p$ that mix annihilation and creation operators of the original modes. If the original vacuum $v$ is treated as empty of quasi-particles, its energy comes out as $E_0$. That is wrong in general: $b_p$ contains creation operators, so $b_p v$ need not vanish, and the mean energy is $E_0 + \sum_p \varepsilon_p \|b_p v\|^2$.

Let $a_q$ and $c_q = a_q^\dagger$ be the annihilation and creation operators of finitely many fermionic modes, and let $U$ and $V$ be complex matrices. Define

$$b_p = \sum_q \left(U_{pq} a_q + V_{pq} c_q\right).$$

The quasi-particle content of $v$ is the sum of the numbers $\|b_p v\|^2 = \langle v, b_p^\dagger b_p v\rangle$; when the $b_p$ are themselves fermionic, it is the mean number of quasi-particles in $v$. It equals $\sum_{pq}|V_{pq}|^2$, and $v$ is annihilated by all $b_p$ exactly when $V = 0$. In mean-field treatments of pairing with finitely many orbitals, where the quasi-particles are linear in the original operators, $V$ therefore measures how far the bare vacuum is from being empty of quasi-particles.

## Only the creation part acts on the vacuum

Write $\{x,y\} = xy + yx$. The modes satisfy $\{a_p, c_q\} = \delta_{pq}$ and $\{a_p, a_q\} = 0$, and the vacuum satisfies $\|v\| = 1$ and $a_q v = 0$ for all $q$. Hence

$$b_p v = \sum_q V_{pq}\, c_q v.$$

The states $c_q v$ are orthonormal:

$$\langle c_q v, c_s v\rangle = \langle v, a_q c_s v\rangle = \langle v, (\delta_{qs} - c_s a_q) v\rangle = \delta_{qs}.$$

With an inner product that is conjugate-linear in its first argument,

$$\|b_p v\|^2 = \sum_{q,s} \overline{V_{pq}}\, V_{ps}\, \delta_{qs} = \sum_q |V_{pq}|^2.$$

Summing over $p$ gives the content. If every $b_p v$ is zero, each row gives a vanishing sum of non-negative terms, so every $V_{pq}$ is zero. Conversely, if $V = 0$, each $b_p$ is a combination of annihilation operators and annihilates $v$.

## When the new operators are fermions

Nothing so far required the $b_p$ to obey fermionic relations. To test for these, first note that $\{c_p, c_s\} = 0$, because

$$\langle \{c_p, c_s\} y, z\rangle = \langle y, \{a_s, a_p\} z\rangle = 0$$

for all $y$ and $z$. It follows that $\{a_q, b_r\} = V_{rq}$ and $\{c_q, b_r\} = U_{rq}$. For a second family $b'_r$ with coefficients $U'$ and $V'$,

$$\{b_p, b'_r\} = \sum_q \left(U_{pq} V'_{rq} + V_{pq} U'_{rq}\right) = (U V'^{T} + V U'^{T})_{pr}.$$

The adjoint $b_r^\dagger = \sum_q (\overline{V_{rq}}\, a_q + \overline{U_{rq}}\, c_q)$ has $U' = \overline V$ and $V' = \overline U$, so

$$\{b_p, b_r^\dagger\} = (U U^\dagger + V V^\dagger)_{pr}.$$

If $\{b_p, b_p^\dagger\} = 1$ for every $p$, each row satisfies $\sum_q (|U_{pq}|^2 + |V_{pq}|^2) = 1$. For $N$ quasi-particle operators the content is then $N - \sum_{pq}|U_{pq}|^2$. Every $\|b_p v\|$ equals one exactly when $U = 0$, which means that the new annihilators are built from old creators alone.

An example with both parts present is the pairing transformation

$$b_0 = u a_0 + w c_1, \qquad b_1 = u a_1 - w c_0,$$

with real $u$, $w$ and $u^2 + w^2 = 1$. Here $UU^\dagger + VV^\dagger = (u^2 + w^2)\,1 = 1$. Since $V$ is antisymmetric and $U = u\,1$, also $UV^T + VU^T = u(V^T + V) = 0$. The new operators are therefore fermionic, and the content is $w^2 + w^2 = 2w^2$.

## How the operators and matrices appear in Lean

The state space `E` is any complex inner product space, and `a` and `c` assign to each mode in the finite type `ι` a linear map defined on all of `E`. The structure `IsCAR a c` holds the adjointness of `c p` to `a p` and the two anticommutation relations, each written as an identity on an arbitrary vector `x`. `IsVacuum a v` says that `v` is normalised and annihilated by every `a p`. It does not require `v` to be unique up to phase.

The matrices have type `Matrix κ ι ℂ`: rows label quasi-particles, columns label original modes, and the two numbers may differ. `quasi a c U V p` is $b_p$, and `quasiDag a c U V p` is $b_p^\dagger$, defined by its coefficients and shown to be the adjoint in `quasiDag_adjoint`.

The main theorem, `quasi_content`, takes `IsCAR`, `IsVacuum` and a finite `κ`, and states the sum formula together with the equivalence. It puts no condition on `U` and `V`. Reading $\|b_p v\|^2$ as the mean occupation of a fermionic mode does need the canonical relations for the $b_p$. In `filled_iff` the hypothesis `hcan` supplies only the normalisation $\{b_p, b_p^\dagger\} = 1$ for each single $p$, which fixes the scale of each operator.

In `pairing_content` the amplitudes are real, and the assumed condition $u^2 + w^2 = 1$ expresses the sharing of one unit of weight between the annihilation and creation parts. Infinitely many modes are not covered, nor is the existence of a new vacuum annihilated by all the $b_p$.

## The Lean file

```lean
import Mathlib

open Matrix

namespace QuasiParticleVacuum

noncomputable section

variable {ι κ E : Type*} [Fintype ι] [DecidableEq ι]
  [NormedAddCommGroup E] [InnerProductSpace ℂ E]

/-- Fermionic modes: `c p` is adjoint to `a p`, and the canonical anticommutation
relations hold. -/
structure IsCAR (a c : ι → E →ₗ[ℂ] E) : Prop where
  adj : ∀ p x y, inner ℂ (c p x) y = inner ℂ x (a p y)
  ac : ∀ p q x, a p (c q x) + c q (a p x) = if p = q then x else 0
  aa : ∀ p q x, a p (a q x) + a q (a p x) = 0

/-- A vacuum is a unit vector annihilated by every `a p`. -/
structure IsVacuum (a : ι → E →ₗ[ℂ] E) (v : E) : Prop where
  unit : ‖v‖ = 1
  ann : ∀ p, a p v = 0

/-- The quasi-particle operator `b_p = ∑ q, (U_pq a_q + V_pq c_q)`. -/
def quasi (a c : ι → E →ₗ[ℂ] E) (U V : Matrix κ ι ℂ) (p : κ) : E →ₗ[ℂ] E :=
  ∑ q, (U p q • a q + V p q • c q)

/-- The operator `b_p† = ∑ q, (conj V_pq a_q + conj U_pq c_q)`. -/
def quasiDag (a c : ι → E →ₗ[ℂ] E) (U V : Matrix κ ι ℂ) (p : κ) : E →ₗ[ℂ] E :=
  quasi a c (V.map star) (U.map star) p

omit [DecidableEq ι] in
/-- Action of a quasi-particle operator on a state. -/
theorem quasi_apply (a c : ι → E →ₗ[ℂ] E) (U V : Matrix κ ι ℂ) (p : κ) (x : E) :
    quasi a c U V p x = ∑ q, (U p q • a q x + V p q • c q x) := by
  simp [quasi, LinearMap.sum_apply]

/-- The real part of `conj z * z` is the squared modulus of `z`. -/
theorem re_star_mul (z : ℂ) : (star z * z).re = ‖z‖ ^ 2 := by
  rw [Complex.sq_norm, Complex.normSq_apply, Complex.mul_re]
  simp

/-- Anticommuting a quasi-particle operator with `a_q` gives its coefficient `V_rq`, and
with `c_q` its coefficient `U_rq`. -/
theorem mode_quasi {a c : ι → E →ₗ[ℂ] E} (h : IsCAR a c) (U V : Matrix κ ι ℂ)
    (r : κ) (q : ι) (x : E) :
    a q (quasi a c U V r x) + quasi a c U V r (a q x) = V r q • x ∧
    c q (quasi a c U V r x) + quasi a c U V r (c q x) = U r q • x := by
  -- creation operators anticommute because their adjoints do
  have cc : ∀ p s y, c p (c s y) + c s (c p y) = 0 := by
    intro p s y
    refine ext_inner_right ℂ fun z => ?_
    simp only [inner_add_left, h.adj]
    rw [← inner_add_right, h.aa, inner_zero_left, inner_zero_right]
  constructor
  · have key : ∀ s, a q (U r s • a s x + V r s • c s x)
        + (U r s • a s (a q x) + V r s • c s (a q x))
        = if q = s then V r s • x else 0 := by
      intro s
      simp only [map_add, map_smul]
      calc _ = U r s • (a q (a s x) + a s (a q x))
            + V r s • (a q (c s x) + c s (a q x)) := by module
        _ = _ := by rw [h.aa, h.ac]; split_ifs <;> simp
    rw [quasi_apply, quasi_apply, map_sum, ← Finset.sum_add_distrib,
      Finset.sum_congr rfl fun s _ => key s]
    simp
  · have key : ∀ s, c q (U r s • a s x + V r s • c s x)
        + (U r s • a s (c q x) + V r s • c s (c q x))
        = if s = q then U r s • x else 0 := by
      intro s
      simp only [map_add, map_smul]
      calc _ = U r s • (a s (c q x) + c q (a s x))
            + V r s • (c q (c s x) + c s (c q x)) := by module
        _ = _ := by rw [cc, h.ac]; split_ifs <;> simp
    rw [quasi_apply, quasi_apply, map_sum, ← Finset.sum_add_distrib,
      Finset.sum_congr rfl fun s _ => key s]
    simp

/-- The anticommutator of two quasi-particle operators is the number
`(U V'ᵀ + V U'ᵀ)_pr`. -/
theorem quasi_anticomm {a c : ι → E →ₗ[ℂ] E} (h : IsCAR a c)
    (U V U' V' : Matrix κ ι ℂ) (p r : κ) (x : E) :
    quasi a c U V p (quasi a c U' V' r x) + quasi a c U' V' r (quasi a c U V p x)
      = (U * V'ᵀ + V * U'ᵀ) p r • x := by
  rw [quasi_apply a c U V p (quasi a c U' V' r x), quasi_apply a c U V p x, map_sum,
    ← Finset.sum_add_distrib, Matrix.add_apply, Matrix.mul_apply, Matrix.mul_apply,
    ← Finset.sum_add_distrib, Finset.sum_smul]
  refine Finset.sum_congr rfl fun q _ => ?_
  obtain ⟨h1, h2⟩ := mode_quasi h U' V' r q x
  simp only [map_add, map_smul]
  calc _ = U p q • (a q (quasi a c U' V' r x) + quasi a c U' V' r (a q x))
        + V p q • (c q (quasi a c U' V' r x) + quasi a c U' V' r (c q x)) := by module
    _ = _ := by simp only [h1, h2, smul_smul, ← add_smul, Matrix.transpose_apply]

/-- `b_p†` is the adjoint of `b_p`. -/
theorem quasiDag_adjoint {a c : ι → E →ₗ[ℂ] E} (h : IsCAR a c) (U V : Matrix κ ι ℂ)
    (p : κ) (x y : E) :
    inner ℂ (quasiDag a c U V p x) y = inner ℂ x (quasi a c U V p y) := by
  have adj' : ∀ q, inner ℂ (a q x) y = inner ℂ x (c q y) := by
    intro q
    rw [← inner_conj_symm, ← h.adj, inner_conj_symm]
  rw [quasiDag, quasi_apply, quasi_apply, sum_inner, inner_sum]
  refine Finset.sum_congr rfl fun q _ => ?_
  simp only [Matrix.map_apply, inner_add_left, inner_add_right, inner_smul_left,
    inner_smul_right, h.adj, adj', starRingEnd_apply, star_star]
  ring

/-- The squared norm of `b_p v` in the vacuum `v` is the squared length of row `p`
of `V`. -/
theorem occupation {a c : ι → E →ₗ[ℂ] E} {v : E} (h : IsCAR a c) (hv : IsVacuum a v)
    (U V : Matrix κ ι ℂ) (p : κ) :
    ‖quasi a c U V p v‖ ^ 2 = ∑ q, ‖V p q‖ ^ 2 := by
  -- the one-particle states are orthonormal
  have ortho : ∀ q s, inner ℂ (c q v) (c s v) = if q = s then (1 : ℂ) else 0 := by
    intro q s
    have e := h.ac q s v
    rw [hv.ann q, map_zero, add_zero] at e
    rw [h.adj, e]
    split_ifs
    · simp [inner_self_eq_norm_sq_to_K, hv.unit]
    · simp
  -- only the creation part acts on the vacuum
  have hb : quasi a c U V p v = ∑ q, V p q • c q v := by
    simp [quasi_apply, hv.ann]
  rw [← inner_self_eq_norm_sq (𝕜 := ℂ), hb, sum_inner, map_sum]
  refine Finset.sum_congr rfl fun q _ => ?_
  rw [inner_smul_left, inner_sum]
  simp only [inner_smul_right, ortho, mul_ite, mul_one, mul_zero, Finset.sum_ite_eq,
    Finset.mem_univ, if_true]
  exact re_star_mul _

/-- The quasi-particle content of the vacuum is `∑ |V_pq|²`, and all `b_p` annihilate
the vacuum if and only if `V = 0`. -/
theorem quasi_content [Fintype κ] {a c : ι → E →ₗ[ℂ] E} {v : E} (h : IsCAR a c)
    (hv : IsVacuum a v) (U V : Matrix κ ι ℂ) :
    ∑ p, ‖quasi a c U V p v‖ ^ 2 = ∑ p, ∑ q, ‖V p q‖ ^ 2 ∧
    ((∀ p, quasi a c U V p v = 0) ↔ V = 0) := by
  refine ⟨Finset.sum_congr rfl fun p _ => occupation h hv U V p, fun hb => ?_, ?_⟩
  · ext p q
    have e := occupation h hv U V p
    rw [hb p, norm_zero, zero_pow two_ne_zero] at e
    have e' := (Finset.sum_eq_zero_iff_of_nonneg
      (fun q _ => sq_nonneg ‖V p q‖)).1 e.symm q (Finset.mem_univ q)
    simpa using e'
  · rintro rfl p
    simp [quasi_apply, hv.ann]

/-- If `b_p b_p† + b_p† b_p = 1` for every `p`, the content is the number of
quasi-particle operators minus `∑ |U_pq|²`, and every `b_p v` has norm one if and only
if `U = 0`. -/
theorem filled_iff [Fintype κ] {a c : ι → E →ₗ[ℂ] E} {v : E} (h : IsCAR a c)
    (hv : IsVacuum a v) (U V : Matrix κ ι ℂ)
    (hcan : ∀ p x, quasi a c U V p (quasiDag a c U V p x)
      + quasiDag a c U V p (quasi a c U V p x) = x) :
    ∑ p, ‖quasi a c U V p v‖ ^ 2 = Fintype.card κ - ∑ p, ∑ q, ‖U p q‖ ^ 2 ∧
    ((∀ p, ‖quasi a c U V p v‖ = 1) ↔ U = 0) := by
  have hv0 : v ≠ 0 := by
    rintro rfl
    simpa using hv.unit
  have hz : ∀ z : ℂ, (z * star z).re = ‖z‖ ^ 2 := fun z => by
    rw [mul_comm, re_star_mul]
  -- the anticommutator normalises each row of (U, V)
  have row : ∀ p, ‖quasi a c U V p v‖ ^ 2 = 1 - ∑ q, ‖U p q‖ ^ 2 := by
    intro p
    have h0 : (U * (U.map star)ᵀ + V * (V.map star)ᵀ) p p • v = v :=
      (quasi_anticomm h U V (V.map star) (U.map star) p p v).symm.trans (hcan p v)
    have h1 : ((U * (U.map star)ᵀ + V * (V.map star)ᵀ) p p - 1) • v = 0 := by
      rw [sub_smul, one_smul, h0, sub_self]
    have h2 := congrArg Complex.re (sub_eq_zero.1 ((smul_eq_zero.1 h1).resolve_right hv0))
    simp only [Matrix.add_apply, Matrix.mul_apply, Matrix.transpose_apply,
      Matrix.map_apply, Complex.add_re, Complex.re_sum, Complex.one_re, hz] at h2
    rw [occupation h hv]
    linarith
  refine ⟨?_, fun hb => ?_, ?_⟩
  · rw [Finset.sum_congr rfl fun p _ => row p, Finset.sum_sub_distrib]
    simp
  · ext p q
    have e := row p
    rw [hb p] at e
    have e0 : ∑ q, ‖U p q‖ ^ 2 = 0 := by linarith
    have e' := (Finset.sum_eq_zero_iff_of_nonneg
      (fun q _ => sq_nonneg ‖U p q‖)).1 e0 q (Finset.mem_univ q)
    simpa using e'
  · intro hU p
    have e := row p
    simp only [hU, Matrix.zero_apply, norm_zero, ne_eq, two_ne_zero, not_false_eq_true,
      zero_pow, Finset.sum_const_zero, sub_zero] at e
    rw [hU]
    exact (pow_eq_one_iff_of_nonneg (norm_nonneg _) two_ne_zero).1 e

/-- The pairing transformation `b_0 = u a_0 + w c_1`, `b_1 = u a_1 - w c_0` with
`u² + w² = 1` preserves the anticommutation relations, and its content in the vacuum
is `2 w²`. -/
theorem pairing_content {a c : Fin 2 → E →ₗ[ℂ] E} {v : E} (h : IsCAR a c)
    (hv : IsVacuum a v) (u w : ℝ) (huw : u ^ 2 + w ^ 2 = 1) (U V : Matrix (Fin 2) (Fin 2) ℂ)
    (hU : U = !![(u : ℂ), 0; 0, (u : ℂ)]) (hV : V = !![0, (w : ℂ); -(w : ℂ), 0]) :
    (∀ p r x, quasi a c U V p (quasiDag a c U V r x)
      + quasiDag a c U V r (quasi a c U V p x) = if p = r then x else 0) ∧
    (∀ p r x, quasi a c U V p (quasi a c U V r x)
      + quasi a c U V r (quasi a c U V p x) = 0) ∧
    ∑ p, ‖quasi a c U V p v‖ ^ 2 = 2 * w ^ 2 := by
  have hc : (u : ℂ) * u + w * w = 1 := by
    have e : u * u + w * w = 1 := by linarith [sq u, sq w]
    exact_mod_cast e
  have h1 : U * (U.map star)ᵀ + V * (V.map star)ᵀ = 1 := by
    subst hU hV
    ext i j
    simp only [Matrix.add_apply, Matrix.mul_apply, Fin.sum_univ_two,
      Matrix.transpose_apply, Matrix.map_apply]
    fin_cases i <;> fin_cases j <;> simp [hc]
  have h2 : U * Vᵀ + V * Uᵀ = 0 := by
    subst hU hV
    ext i j
    simp only [Matrix.add_apply, Matrix.mul_apply, Fin.sum_univ_two,
      Matrix.transpose_apply]
    fin_cases i <;> fin_cases j <;> simp [mul_comm]
  refine ⟨fun p r x => ?_, fun p r x => ?_, ?_⟩
  · refine (quasi_anticomm h U V (V.map star) (U.map star) p r x).trans ?_
    rw [h1, Matrix.one_apply]
    split_ifs <;> simp
  · rw [quasi_anticomm h, h2, Matrix.zero_apply, zero_smul]
  · rw [(quasi_content h hv U V).1, hV]
    simp [Fin.sum_univ_two]
    try ring

/-- Annihilation operators of two modes on `ℂ⁴`, in the occupation basis
`00, 10, 01, 11`. -/
def twoModeA (p : Fin 2) : EuclideanSpace ℂ (Fin 4) →ₗ[ℂ] EuclideanSpace ℂ (Fin 4) where
  toFun x := !₂[![x 1, x 2] p, ![0, -x 3] p, ![x 3, 0] p, 0]
  map_add' x y := by
    ext i
    fin_cases p <;> fin_cases i <;> simp [add_comm]
  map_smul' k x := by
    ext i
    fin_cases p <;> fin_cases i <;> simp

/-- Creation operators of two modes on `ℂ⁴`, in the same basis. -/
def twoModeC (p : Fin 2) : EuclideanSpace ℂ (Fin 4) →ₗ[ℂ] EuclideanSpace ℂ (Fin 4) where
  toFun x := !₂[0, ![x 0, 0] p, ![0, x 0] p, ![x 2, -x 1] p]
  map_add' x y := by
    ext i
    fin_cases p <;> fin_cases i <;> simp [add_comm]
  map_smul' k x := by
    ext i
    fin_cases p <;> fin_cases i <;> simp

/-- The two-mode operators on `ℂ⁴` satisfy the canonical anticommutation relations, and
the first basis vector is a vacuum for them. -/
theorem twoMode_witness :
    IsCAR twoModeA twoModeC ∧ IsVacuum twoModeA !₂[(1 : ℂ), 0, 0, 0] := by
  refine ⟨⟨fun p x y => ?_, fun p q x => ?_, fun p q x => ?_⟩, ⟨?_, fun p => ?_⟩⟩
  · fin_cases p <;> simp [twoModeA, twoModeC, PiLp.inner_apply, Fin.sum_univ_four]
  · ext i
    fin_cases p <;> fin_cases q <;> fin_cases i <;> simp [twoModeA, twoModeC]
  · ext i
    fin_cases p <;> fin_cases q <;> fin_cases i <;> simp [twoModeA]
  · simp [EuclideanSpace.norm_eq, Fin.sum_univ_four]
  · ext i
    fin_cases p <;> fin_cases i <;> simp [twoModeA]

end

end QuasiParticleVacuum
```

```lean
#print axioms QuasiParticleVacuum.quasiDag_adjoint
#print axioms QuasiParticleVacuum.quasi_content
#print axioms QuasiParticleVacuum.filled_iff
#print axioms QuasiParticleVacuum.pairing_content
```

```
'QuasiParticleVacuum.quasiDag_adjoint' depends on axioms: [propext, Classical.choice, Quot.sound]
'QuasiParticleVacuum.quasi_content' depends on axioms: [propext, Classical.choice, Quot.sound]
'QuasiParticleVacuum.filled_iff' depends on axioms: [propext, Classical.choice, Quot.sound]
'QuasiParticleVacuum.pairing_content' depends on axioms: [propext, Classical.choice, Quot.sound]
```

## From orthonormal states to the content

The proof of `occupation` follows the calculation by hand. Its local statement `ortho` moves `c q` across the inner product with `h.adj`, applies the anticommutator `h.ac`, and removes the remaining term with `hv.ann`. The statement `hb` reduces $b_p v$ to its creation part. The squared norm is then written as an inner product and expanded; orthonormality collapses the double sum, and `re_star_mul` turns $\overline{V_{pq}} V_{pq}$ into $|V_{pq}|^2$.

`quasi_content` sums this over `p`. For the equivalence it inserts $b_p v = 0$ into `occupation` and uses `Finset.sum_eq_zero_iff_of_nonneg`, the fact that a vanishing sum of non-negative terms has only vanishing terms. The converse substitutes $V = 0$ and simplifies. No anticommutator between quasi-particle operators enters.

## From single modes to the canonical relations

`mode_quasi` computes $\{a_q, b_r\}$ and $\{c_q, b_r\}$. It first derives `cc`, the anticommutation of the creation operators, by testing against an arbitrary vector. In each half, `key` treats one term of the sum: `module` regroups the expression into anticommutators of single modes, which the known relations evaluate, and the sum then leaves one coefficient.

`quasi_anticomm` expands only the first operator, $b_p$, and applies `mode_quasi` to each of its terms, which produces the entries of the two matrix products. `quasiDag_adjoint` compares the inner products term by term, using `adj'` for the adjoint relation in the other direction.

In `filled_iff`, the hypothesis and `quasi_anticomm` together say that a number times `v` equals `v`. Since `v` is nonzero, that number is one, and its real part gives the row normalisation. Combined with `occupation`, this yields `row`: $\|b_p v\|^2 = 1 - \sum_q |U_{pq}|^2$. Both conclusions follow from it, the second again through a vanishing sum of squares.

`pairing_content` checks the two matrix identities entry by entry as `h1` and `h2`, passes them to `quasi_anticomm`, and takes the content from `quasi_content`.

Finally, `twoMode_witness` gives a concrete instance of the assumptions on $\mathbb{C}^4$ with basis $00, 10, 01, 11$. The operators `twoModeA` and `twoModeC` carry the fermionic sign in the second mode, for example $a_1|11\rangle = -|10\rangle$, and the relations are verified component by component. The vacuum is the first basis vector.
